# For finitely many levels, a state diagonal in the energy basis is passive exactly when its populations are ordered oppositely to the energies

Suppose that some cleverly shaped pulse could lower the mean energy of a thermal state at positive temperature, with the Hamiltonian the same before and after. The pulse would draw net work from a system prepared at a single temperature, and the second law in Kelvin's form would fail. Exchanging the populations of two levels yields no work unless the higher level is the more populated one, but a pulse can also mix levels coherently. A bound is needed that holds for every unitary.

## Levels, populations and work

Take finitely many levels, labelled by a type `n`, with real energies $e_i$ and real populations $p_i$.

```lean
import Mathlib

open Matrix

namespace PassiveStates

noncomputable section

variable {n : Type*} [Fintype n] [DecidableEq n]
```

The Hamiltonian $H=\mathrm{diag}(e)$ and the state $\rho=\mathrm{diag}(p)$ are complex matrices, diagonal in the same basis. A state with coherences between energy levels is therefore not covered. The $p_i$ need not be nonnegative or sum to one; physical populations are a special case.

```lean
/-- The operator that is diagonal in the energy basis with real entries `d`. -/
def diagOp (d : n → ℝ) : Matrix n n ℂ := Matrix.diagonal fun i => (d i : ℂ)
```

The mean energy is $\mathrm{Re}\,\mathrm{tr}(H\rho)$.

```lean
/-- The mean energy `Re tr(H ρ)` of a state `ρ` for the Hamiltonian `H = diag(e)`. -/
def meanEnergy (e : n → ℝ) (ρ : Matrix n n ℂ) : ℝ := (Matrix.trace (diagOp e * ρ)).re
```

A drive that returns the Hamiltonian to its initial form acts as $\rho\mapsto U\rho U^*$, where $U^*$ is the conjugate transpose, `Uᴴ` in Lean. The extracted work is the initial minus the final mean energy,
$$W(U)=\mathrm{Re}\,\mathrm{tr}(H\rho)-\mathrm{Re}\,\mathrm{tr}(HU\rho U^*).$$

```lean
/-- The work extracted when `U` takes `ρ = diag(p)` to `U ρ U*`: initial minus final
mean energy. -/
def extractedWork (e p : n → ℝ) (U : Matrix n n ℂ) : ℝ :=
  meanEnergy e (diagOp p) - meanEnergy e (U * diagOp p * Uᴴ)
```

The state is passive if $W(U)\le 0$ for every unitary $U$. This concerns one copy of the system, with no bath or ancilla attached.

```lean
/-- The state `diag(p)` is passive for `diag(e)` if no unitary extracts positive work. -/
def IsPassive (e p : n → ℝ) : Prop :=
  ∀ U ∈ Matrix.unitaryGroup n ℂ, extractedWork e p U ≤ 0
```

Two particular objects are needed later. A permutation $\sigma$ of the levels gives the matrix with entry $1$ where $\sigma(i)=j$ and $0$ elsewhere.

```lean
/-- The matrix that permutes the energy levels according to `σ`. -/
def permUnitary (σ : Equiv.Perm n) : Matrix n n ℂ :=
  Matrix.of fun i j => if σ i = j then 1 else 0
```

The Boltzmann populations are $e^{-\beta e_i}/Z$ with $Z=\sum_k e^{-\beta e_k}$, where $\beta$ is the inverse temperature.

```lean
/-- The Boltzmann populations `exp(-β e_i) / Z` of a nonempty finite set of levels. -/
def gibbs (β : ℝ) (e : n → ℝ) (i : n) : ℝ :=
  Real.exp (-β * e i) / ∑ k, Real.exp (-β * e k)
```

## The energy after a unitary

Before the drive, the product of the two diagonal matrices has trace $\sum_i e_i p_i$.

```lean
/-- The mean energy of `diag(p)` is the sum of level energies times populations. -/
theorem meanEnergy_diag (e p : n → ℝ) : meanEnergy e (diagOp p) = ∑ i, e i * p i := by
  simp [meanEnergy, diagOp, Matrix.trace, Matrix.diagonal_mul_diagonal]
```

After it, the $i$-th diagonal entry of $HU\rho U^*$ is $e_i\sum_j U_{ij}\,p_j\,\overline{U_{ij}}$, so
$$\mathrm{tr}(HU\rho U^*)=\sum_{i,j}e_i\,|U_{ij}|^2\,p_j .$$
This is already real, and taking the real part loses nothing. In Lean, `Complex.normSq (U i j)` is $|U_{ij}|^2$; the proof computes each diagonal entry and then sums.

```lean
/-- After the transformation `U`, the mean energy is the sum of `e_i |U_ij|² p_j`. -/
theorem meanEnergy_rotated (e p : n → ℝ) (U : Matrix n n ℂ) :
    meanEnergy e (U * diagOp p * Uᴴ) =
      ∑ i, ∑ j, e i * Complex.normSq (U i j) * p j := by
  have h : ∀ i, (diagOp e * (U * diagOp p * Uᴴ)) i i =
      ((∑ j, e i * Complex.normSq (U i j) * p j : ℝ) : ℂ) := by
    intro i
    unfold diagOp
    rw [Matrix.diagonal_mul, Matrix.mul_apply, Finset.mul_sum]
    simp only [Complex.ofReal_sum, Complex.ofReal_mul]
    refine Finset.sum_congr rfl fun j _ => ?_
    rw [Matrix.mul_diagonal, Matrix.conjTranspose_apply, Complex.star_def,
      ← Complex.mul_conj]
    ring
  simp only [meanEnergy, Matrix.trace, Matrix.diag_apply, h, ← Complex.ofReal_sum,
    Complex.ofReal_re]
```

The number $|U_{ij}|^2$ is the probability of a transition from level $j$ to level $i$. The diagonals of $UU^*=1$ and $U^*U=1$ read
$$\sum_j|U_{ij}|^2=1,\qquad \sum_i|U_{ij}|^2=1 .$$
With nonnegative entries and unit row and column sums, the matrix is doubly stochastic. The two bulleted branches of the proof extract these two diagonals.

```lean
/-- The transition probabilities `|U_ij|²` of a unitary form a doubly stochastic matrix. -/
theorem transition_doublyStochastic {U : Matrix n n ℂ} (hU : U ∈ Matrix.unitaryGroup n ℂ) :
    (Matrix.of fun i j => Complex.normSq (U i j)) ∈ doublyStochastic ℝ n := by
  rw [mem_doublyStochastic_iff_sum]
  refine ⟨fun i j => Complex.normSq_nonneg _, fun i => ?_, fun j => ?_⟩
  · -- rows: the diagonal of `U U* = 1`
    have h := congrFun (congrFun (Matrix.mem_unitaryGroup_iff.mp hU) i) i
    simp only [Matrix.mul_apply, Matrix.star_apply, Matrix.one_apply_eq, Complex.star_def,
      Complex.mul_conj] at h
    simp only [Matrix.of_apply]
    exact_mod_cast h
  · -- columns: the diagonal of `U* U = 1`
    have h := congrFun (congrFun (Matrix.mem_unitaryGroup_iff'.mp hU) j) j
    simp only [Matrix.mul_apply, Matrix.star_apply, Matrix.one_apply_eq, Complex.star_def,
      ← Complex.normSq_eq_conj_mul_self] at h
    simp only [Matrix.of_apply]
    exact_mod_cast h
```

## Why opposite order protects the energy

Call $e$ and $p$ oppositely ordered if $p_i<p_j$ implies $e_j\le e_i$. This is Mathlib's `Antivary e p`, and it allows degenerate levels and equal populations.

Let $D$ be doubly stochastic. Birkhoff's theorem gives weights $w_\sigma\ge0$ with $\sum_\sigma w_\sigma=1$, such that $D_{ij}$ is the sum of $w_\sigma$ over the permutations with $\sigma(i)=j$. Hence
$$\sum_{i,j}e_iD_{ij}p_j=\sum_\sigma w_\sigma\sum_i e_i\,p_{\sigma(i)} .$$

Each inner sum is at least $\sum_i e_ip_i$, by the rearrangement inequality. To see this, take an arrangement $q_i=p_{\sigma(i)}$ of least energy. If it had $e_a<e_b$ and $q_a<q_b$, exchanging the two populations would change the energy by $-(e_b-e_a)(q_b-q_a)<0$, which is impossible. So the minimiser is oppositely ordered. Any two oppositely ordered arrangements differ only by reshuffling within degenerate levels or among equal populations, and so have the same energy. The given arrangement $p$ is one of them, hence minimal. Averaging with the weights gives
$$\sum_i e_ip_i\le\sum_{i,j}e_iD_{ij}p_j .$$

The Lean proof takes both Birkhoff's theorem and the rearrangement inequality from Mathlib. `hentry` and `hrow` carry out the expansion in permutations, and the `calc` block does the averaging.

```lean
/-- If energies and populations are oppositely ordered, redistributing the populations by a
doubly stochastic matrix cannot lower the mean energy. -/
theorem energy_le_of_doublyStochastic {e p : n → ℝ} (hep : Antivary e p)
    {D : Matrix n n ℝ} (hD : D ∈ doublyStochastic ℝ n) :
    ∑ i, e i * p i ≤ ∑ i, ∑ j, e i * D i j * p j := by
  -- Birkhoff: `D` is a mixture of permutations with weights `w`
  obtain ⟨w, hw0, hw1, hwD⟩ := exists_eq_sum_perm_of_mem_doublyStochastic hD
  have hentry : ∀ i j, D i j = ∑ σ : Equiv.Perm n, w σ * (if σ i = j then 1 else 0) := by
    intro i j
    rw [← hwD]
    simp [Matrix.sum_apply, Equiv.Perm.permMatrix, PEquiv.toMatrix_apply]
  have hrow : ∀ i, ∑ j, e i * D i j * p j =
      ∑ σ : Equiv.Perm n, w σ * (e i * p (σ i)) := by
    intro i
    simp_rw [hentry, Finset.mul_sum, Finset.sum_mul]
    rw [Finset.sum_comm]
    refine Finset.sum_congr rfl fun σ _ => ?_
    rw [Finset.sum_eq_single (σ i)]
    · rw [if_pos rfl]
      ring
    · intro j _ hj
      simp [hj.symm]
    · simp
  -- the rearrangement inequality bounds every permutation in the mixture
  calc ∑ i, e i * p i = ∑ σ : Equiv.Perm n, w σ * ∑ i, e i * p i := by
        rw [← Finset.sum_mul, hw1, one_mul]
    _ ≤ ∑ σ : Equiv.Perm n, w σ * ∑ i, e i * p (σ i) :=
        Finset.sum_le_sum fun σ _ =>
          mul_le_mul_of_nonneg_left hep.sum_mul_le_sum_mul_comp_perm (hw0 σ)
    _ = ∑ i, ∑ j, e i * D i j * p j := by
        simp_rw [hrow, Finset.mul_sum]
        rw [Finset.sum_comm]
```

## Why any other order yields work

Permutation matrices are unitary: row $i$ has its single $1$ in column $\sigma(i)$, and distinct rows have distinct columns, so the rows are orthonormal.

```lean
/-- Every permutation of the energy levels is a unitary operation. -/
theorem permUnitary_mem (σ : Equiv.Perm n) : permUnitary σ ∈ Matrix.unitaryGroup n ℂ := by
  rw [Matrix.mem_unitaryGroup_iff]
  ext i j
  rw [Matrix.mul_apply, Finset.sum_eq_single (σ i)]
  · by_cases h : i = j
    · subst h
      simp [permUnitary, Matrix.star_apply]
    · simp [permUnitary, Matrix.star_apply, h, Ne.symm h]
  · intro k _ hk
    simp [permUnitary, hk.symm]
  · simp
```

Let $U$ swap levels $a$ and $b$. Only these two levels contribute to the work:
$$W=(e_ap_a+e_bp_b)-(e_ap_b+e_bp_a)=(e_a-e_b)(p_a-p_b).$$
For $a=b$ both sides vanish, which the proof treats as a separate case.

```lean
/-- Swapping the populations of levels `a` and `b` extracts exactly the work
`(e_a - e_b)(p_a - p_b)`. -/
theorem extractedWork_swap (e p : n → ℝ) (a b : n) :
    extractedWork e p (permUnitary (Equiv.swap a b)) = (e a - e b) * (p a - p b) := by
  have hrot : meanEnergy e (permUnitary (Equiv.swap a b) * diagOp p *
      (permUnitary (Equiv.swap a b))ᴴ) = ∑ i, e i * p (Equiv.swap a b i) := by
    rw [meanEnergy_rotated]
    refine Finset.sum_congr rfl fun i _ => ?_
    rw [Finset.sum_eq_single (Equiv.swap a b i)]
    · simp [permUnitary]
    · intro j _ hj
      simp [permUnitary, hj.symm]
    · simp
  rw [extractedWork, hrot, meanEnergy_diag, ← Finset.sum_sub_distrib]
  by_cases hab : a = b
  · subst hab
    simp
  · -- only the two swapped levels contribute
    refine (Fintype.sum_eq_add a b hab ?_).trans ?_
    · intro c hc
      simp [Equiv.swap_apply_of_ne_of_ne hc.1 hc.2]
    · simp only [Equiv.swap_apply_left, Equiv.swap_apply_right]
      ring
```

Both directions now follow. If the state is passive and $p_a<p_b$, then $e_a<e_b$ would make the swap yield positive work, so $e_b\le e_a$. Conversely, if the order is opposite, apply the doubly stochastic bound to $D_{ij}=|U_{ij}|^2$ to get $W(U)\le0$ for every unitary.

```lean
/-- A diagonal state is passive if and only if its populations are ordered oppositely to the
energies: a level with strictly larger population never has strictly higher energy. -/
theorem isPassive_iff_antivary (e p : n → ℝ) : IsPassive e p ↔ Antivary e p := by
  constructor
  · intro h a b hab
    have hw := h _ (permUnitary_mem (Equiv.swap a b))
    rw [extractedWork_swap] at hw
    by_contra hlt
    have hlt' : e a < e b := lt_of_not_ge hlt
    have hpos := mul_pos (sub_pos.mpr hlt') (sub_pos.mpr hab)
    linarith [show (e a - e b) * (p a - p b) = (e b - e a) * (p b - p a) by ring]
  · intro h U hU
    have hle := energy_le_of_doublyStochastic h (transition_doublyStochastic hU)
    simp only [Matrix.of_apply] at hle
    rw [extractedWork, meanEnergy_diag, meanEnergy_rotated]
    linarith
```

## Sorted levels and thermal states

Suppose that the levels can be numbered so that $e$ is increasing and $p$ decreasing, both in the weak sense (`Monotone`, `Antitone`). The order is then opposite, and
$$\mathrm{Re}\,\mathrm{tr}(HU\rho U^*)\ge\sum_i e_ip_i .$$
For non-interacting electrons in a finite orbital basis, the same inequality says that with fixed occupations no rotation of the orbitals goes below the energy obtained by giving the largest occupations to the lowest orbitals.

```lean
/-- For increasing energies `e`, decreasing populations `p` and any unitary `U`, the real part
of `tr(H U ρ U*)` is at least the sum of `e_i p_i`. -/
theorem sorted_trace_bound {d : ℕ} {e p : Fin d → ℝ} (he : Monotone e) (hp : Antitone p)
    {U : Matrix (Fin d) (Fin d) ℂ} (hU : U ∈ Matrix.unitaryGroup (Fin d) ℂ) :
    ∑ i, e i * p i ≤ (Matrix.trace (diagOp e * U * diagOp p * Uᴴ)).re := by
  have h := (isPassive_iff_antivary e p).mpr (he.antivary hp) U hU
  rw [extractedWork, meanEnergy_diag, meanEnergy] at h
  simp only [Matrix.mul_assoc] at h ⊢
  linarith
```

For Boltzmann populations, $e_i<e_j$ and $\beta\ge0$ give $-\beta e_j\le-\beta e_i$, hence $p_j\le p_i$. A strictly more populated level therefore never lies higher, and the state is passive. The condition $\beta\ge0$ excludes negative temperatures, at which populations grow with energy; $\beta=0$ is the equal mixture of all levels. This settles the opening worry for a system with finitely many levels, prepared in a Gibbs state with $\beta\ge0$ and driven by a unitary.

```lean
/-- The Gibbs state at inverse temperature `β ≥ 0` is passive. -/
theorem gibbs_isPassive {β : ℝ} (hβ : 0 ≤ β) (e : n → ℝ) : IsPassive e (gibbs β e) := by
  rw [isPassive_iff_antivary]
  intro i j hij
  by_contra hlt
  have hlt' : e i < e j := lt_of_not_ge hlt
  -- a higher level would carry the smaller Boltzmann weight
  have hle : gibbs β e j ≤ gibbs β e i :=
    div_le_div_of_nonneg_right
      (Real.exp_le_exp.mpr (by nlinarith [mul_le_mul_of_nonneg_left hlt'.le hβ]))
      (Finset.sum_nonneg fun k _ => (Real.exp_pos _).le)
  exact not_lt_of_ge hle hij

end

end PassiveStates
```

```lean
#print axioms PassiveStates.isPassive_iff_antivary
#print axioms PassiveStates.sorted_trace_bound
#print axioms PassiveStates.gibbs_isPassive
```

```
'PassiveStates.isPassive_iff_antivary' depends on axioms: [propext, Classical.choice, Quot.sound]
'PassiveStates.sorted_trace_bound' depends on axioms: [propext, Classical.choice, Quot.sound]
'PassiveStates.gibbs_isPassive' depends on axioms: [propext, Classical.choice, Quot.sound]
```
